# A two-state lower bound on the levels of a real matrix with one reference state

When a calculation has been truncated to a single reference state, a practical next step is to estimate how far the lowest level can still fall once the omitted basis states are let in. The data are the energy a of the reference state, the vector b of its couplings to the omitted states, and a number c below which no state built from the omitted ones can lie. In an orthonormal basis with real matrix elements, the full matrix is

H = [[a, bᵀ], [b, C]],

where C is the block of the omitted states. The condition on c is yᵀCy ≥ c|y|² for every real vector y. Every real level of H is then at least

E₋ = (a+c)/2 − √((a−c)²/4 + |b|²),

the lower level of a two-state model with energies a and c and coupling |b|. When C is symmetric, a is a variational upper bound on the lowest level, and E₋ complements it with a lower bound that does not require diagonalising C.

```lean
import Mathlib

open Matrix

namespace PartitioningLowerBound

noncomputable section

variable {n : Type*} [Fintype n]
```

The first line loads the mathematical library Mathlib. The letter `n` stands for the set of labels of the omitted states. It may be any finite set, including the empty one.

```lean
/-- The Hamiltonian matrix of one reference state of energy `a`, coupled by the vector `b`
to a complementary space with Hamiltonian block `C`. -/
def hamiltonian (a : ℝ) (b : n → ℝ) (C : Matrix n n ℝ) : Matrix (Unit ⊕ n) (Unit ⊕ n) ℝ :=
  Matrix.fromBlocks (Matrix.of fun _ _ => a) (Matrix.of fun _ j => b j)
    (Matrix.of fun i _ => b i) C
```

A `def` introduces a named object. The rows and columns of H are labelled by `Unit ⊕ n`: one label, `Sum.inl ()`, for the reference state, and a label `Sum.inr i` for each omitted state i. The four arguments of `fromBlocks` are the blocks a, bᵀ, b and C. All entries are real, and the basis is taken as orthonormal, so no overlap matrix appears. Symmetry of C is not required. For a Hamiltonian C is symmetric, and c may then be any number not above its lowest eigenvalue; if there are no omitted states, any c will do.

```lean
/-- The lower level of a two-state model with diagonal energies `a` and `c` and
squared coupling `s`. -/
def lowerLevel (a c s : ℝ) : ℝ := (a + c) / 2 - √((a - c) ^ 2 / 4 + s)
```

This is E₋, with the squared coupling written as a separate argument `s`. Below, s is always |b|², which Lean writes as `b ⬝ᵥ b`.

```lean
/-- `E` is an energy level of `H`: there is a nonzero real vector `v` with `H v = E v`. -/
def IsLevel {m : Type*} [Fintype m] (H : Matrix m m ℝ) (E : ℝ) : Prop :=
  ∃ v : m → ℝ, v ≠ 0 ∧ H *ᵥ v = E • v
```

A level is a real number E for which some nonzero real vector v satisfies Hv = Ev. The symbol `*ᵥ` is matrix times vector, and `•` is number times vector. The vector need not be normalised.

```lean
lemma self_nonneg {m : Type*} [Fintype m] (v : m → ℝ) : 0 ≤ v ⬝ᵥ v :=
  Finset.sum_nonneg fun i _ => mul_self_nonneg (v i)
```

A `lemma` is a statement followed, after `:=`, by its proof. This one says that v·v ≥ 0, being a sum of squares.

```lean
lemma square_expand (x q : ℝ) (b y : n → ℝ) :
    (x • b + q • y) ⬝ᵥ (x • b + q • y)
      = x ^ 2 * (b ⬝ᵥ b) + 2 * x * q * (b ⬝ᵥ y) + q ^ 2 * (y ⬝ᵥ y) := by
  simp only [add_dotProduct, dotProduct_add, smul_dotProduct, dotProduct_smul, smul_eq_mul]
  rw [dotProduct_comm y b]
  ring
```

For numbers x, q and vectors b, y,

|xb + qy|² = x²|b|² + 2xq b·y + q²|y|².

This square carries the main argument.

```lean
lemma mulVec_ref (a : ℝ) (b : n → ℝ) (C : Matrix n n ℝ) (v : Unit ⊕ n → ℝ) :
    (hamiltonian a b C *ᵥ v) (Sum.inl ())
      = a * v (Sum.inl ()) + b ⬝ᵥ (fun i => v (Sum.inr i)) := by
  simp [hamiltonian, Matrix.mulVec, dotProduct, Fintype.sum_sum_type]
```

Write v = (x, y), with x the amplitude on the reference state and y the amplitudes on the omitted ones. The reference component of Hv is ax + b·y.

```lean
lemma mulVec_rest (a : ℝ) (b : n → ℝ) (C : Matrix n n ℝ) (v : Unit ⊕ n → ℝ) :
    (fun i => (hamiltonian a b C *ᵥ v) (Sum.inr i))
      = v (Sum.inl ()) • b + C *ᵥ (fun i => v (Sum.inr i)) := by
  funext i
  simp [hamiltonian, Matrix.mulVec, dotProduct, Fintype.sum_sum_type, mul_comm]
```

The remaining components of Hv form the vector xb + Cy.

```lean
lemma dot_split (v w : Unit ⊕ n → ℝ) :
    v ⬝ᵥ w = v (Sum.inl ()) * w (Sum.inl ())
      + (fun i => v (Sum.inr i)) ⬝ᵥ (fun i => w (Sum.inr i)) := by
  simp [dotProduct, Fintype.sum_sum_type]
```

A scalar product on the whole space is the product of the reference amplitudes plus the scalar product of the rest. In particular, |v|² = x² + |y|². Together with the two preceding lemmas this gives

vᵀHv = ax² + 2x b·y + yᵀCy.

```lean
/-- For `s ≥ 0`, the lower level satisfies the secular equation of the two-state model. -/
theorem lowerLevel_secular (a c : ℝ) {s : ℝ} (hs : 0 ≤ s) :
    (a - lowerLevel a c s) * (c - lowerLevel a c s) = s := by
  have h := Real.sq_sqrt (show 0 ≤ (a - c) ^ 2 / 4 + s by positivity)
  unfold lowerLevel
  linear_combination h
```

Here `hs` is the hypothesis s ≥ 0. The claim is the secular equation of the two-state model,

(a − E₋)(c − E₋) = s.

By hand, put r = √((a−c)²/4 + s). Then a − E₋ = r + (a−c)/2 and c − E₋ = r − (a−c)/2, and their product is r² − (a−c)²/4 = s. The Lean proof records the value of r² as `h`, and `linear_combination h` checks that the rest is algebra.

```lean
/-- For `s ≥ 0`, the lower level lies at or below both diagonal energies. -/
theorem lowerLevel_le (a c : ℝ) {s : ℝ} (hs : 0 ≤ s) :
    lowerLevel a c s ≤ a ∧ lowerLevel a c s ≤ c := by
  have h : |(a - c) / 2| ≤ √((a - c) ^ 2 / 4 + s) := Real.abs_le_sqrt (by nlinarith)
  have h' := abs_le.1 h
  unfold lowerLevel
  constructor <;> linarith [h'.1, h'.2]
```

The level E₋ lies at or below both a and c. Since r ≥ |a−c|/2, the two differences just written are nonnegative. `Real.abs_le_sqrt` supplies the inequality for r, and `linarith` finishes with linear arithmetic.

```lean
/-- If the complementary block is bounded below by `c`, the energy expression of every vector
is at least the lower two-state level times its squared norm. -/
theorem variational_bound (a c : ℝ) (b : n → ℝ) (C : Matrix n n ℝ)
    (hC : ∀ y : n → ℝ, c * (y ⬝ᵥ y) ≤ y ⬝ᵥ (C *ᵥ y)) (v : Unit ⊕ n → ℝ) :
    lowerLevel a c (b ⬝ᵥ b) * (v ⬝ᵥ v) ≤ v ⬝ᵥ (hamiltonian a b C *ᵥ v) := by
  have hs := lowerLevel_secular a c (self_nonneg b)
  obtain ⟨ha, hc⟩ := lowerLevel_le a c (self_nonneg b)
  rw [dot_split v v, dot_split v (hamiltonian a b C *ᵥ v), mulVec_ref, mulVec_rest,
    dotProduct_add, dotProduct_smul, smul_eq_mul]
  generalize lowerLevel a c (b ⬝ᵥ b) = E at *
  generalize v (Sum.inl ()) = x
  generalize (fun i => v (Sum.inr i)) = y
  rw [dotProduct_comm y b]
  -- it suffices that the shifted two-state form is nonnegative
  have key : 0 ≤ (a - E) * x ^ 2 + 2 * x * (b ⬝ᵥ y) + (c - E) * (y ⬝ᵥ y) := by
    rcases hc.eq_or_lt with h | h
    · have hb : b = 0 := dotProduct_self_eq_zero.1 (by rw [← hs, h]; ring)
      have h1 : 0 ≤ (a - E) * x ^ 2 := mul_nonneg (by linarith) (sq_nonneg x)
      rw [hb, zero_dotProduct, h]
      rw [h] at h1
      linarith
    · -- complete the square with the coupling vector
      have h1 := self_nonneg (x • b + (c - E) • y)
      rw [square_expand] at h1
      refine nonneg_of_mul_nonneg_right (a := c - E) ?_ (by linarith)
      have h2 : (c - E) * ((a - E) * x ^ 2 + 2 * x * (b ⬝ᵥ y) + (c - E) * (y ⬝ᵥ y))
          = x ^ 2 * (b ⬝ᵥ b) + 2 * x * (c - E) * (b ⬝ᵥ y) + (c - E) ^ 2 * (y ⬝ᵥ y) := by
        linear_combination x ^ 2 * hs
      rw [h2]
      exact h1
  linarith [hC y, key]
```

The hypothesis `hC` is the condition on c. It stands for physical knowledge about the omitted space and has to be supplied. A variational estimate from a smaller part of a symmetric C will not do in general, because it lies at or above the lowest eigenvalue of C.

The conclusion is E₋|v|² ≤ vᵀHv for every v. For a normalised vector, this says that the energy expectation value is at least E₋. By hand, the condition on c gives

vᵀHv − E₋|v|² ≥ F, where F = (a−E₋)x² + 2x b·y + (c−E₋)|y|²,

so it is enough to show F ≥ 0. Let q = c − E₋, which is nonnegative.

If q > 0, multiply F by q and use the secular equation in the first term:

qF = x²|b|² + 2xq b·y + q²|y|² = |xb + qy|² ≥ 0.

Dividing by q gives F ≥ 0.

If q = 0, the secular equation gives |b|² = 0, hence b = 0, and F = (a−E₋)x² ≥ 0.

In the proof, `rw` inserts the block formulas and `generalize` replaces long expressions by single letters, so that `E` there means E₋. The statement `key` is F ≥ 0, `rcases` separates the two cases, and the final `linarith` adds `hC y`.

```lean
/-- Partitioning lower bound: if the complementary block is bounded below by `c`, every energy level
of the full Hamiltonian is at least the lower level of the two-state model with energies `a`, `c`
and squared coupling `|b|²`. -/
theorem partitioning_lower_bound (a c : ℝ) (b : n → ℝ) (C : Matrix n n ℝ)
    (hC : ∀ y : n → ℝ, c * (y ⬝ᵥ y) ≤ y ⬝ᵥ (C *ᵥ y)) {E : ℝ}
    (hE : IsLevel (hamiltonian a b C) E) :
    (a + c) / 2 - √((a - c) ^ 2 / 4 + b ⬝ᵥ b) ≤ E := by
  obtain ⟨v, hv, h⟩ := hE
  have hpos : 0 < v ⬝ᵥ v :=
    lt_of_le_of_ne (self_nonneg v) fun h0 => hv (dotProduct_self_eq_zero.1 h0.symm)
  have hvar := variational_bound a c b C hC v
  rw [h, dotProduct_smul, smul_eq_mul] at hvar
  exact le_of_mul_le_mul_right hvar hpos
```

This is the bound stated at the start, with E now any real level of H. Take its vector v ≠ 0. Then

E₋|v|² ≤ vᵀHv = E|v|²,

and division by |v|² > 0 gives E₋ ≤ E. In Lean, `obtain` unpacks the vector, `hpos` is |v|² > 0, and the last line cancels this factor.

For symmetric C the result applies in particular to the lowest eigenvalue of H. It concerns the matrix in the chosen basis; states outside that basis could lower the energy further.

```lean
/-- If the complementary block is bounded below by `c` and the reference energy `a` lies below `c`,
every energy level of the full Hamiltonian is at least `a - |b|² / (c - a)`. -/
theorem second_order_lower_bound (a c : ℝ) (hac : a < c) (b : n → ℝ) (C : Matrix n n ℝ)
    (hC : ∀ y : n → ℝ, c * (y ⬝ᵥ y) ≤ y ⬝ᵥ (C *ᵥ y)) {E : ℝ}
    (hE : IsLevel (hamiltonian a b C) E) :
    a - (b ⬝ᵥ b) / (c - a) ≤ E := by
  have h : lowerLevel a c (b ⬝ᵥ b) ≤ E := partitioning_lower_bound a c b C hC hE
  have hs := lowerLevel_secular a c (self_nonneg b)
  have ha := (lowerLevel_le a c (self_nonneg b)).1
  have h1 : a - lowerLevel a c (b ⬝ᵥ b) ≤ (b ⬝ᵥ b) / (c - a) := by
    rw [le_div_iff₀ (by linarith)]
    nlinarith [sq_nonneg (a - lowerLevel a c (b ⬝ᵥ b))]
  linarith
```

Suppose that the reference energy lies below c. Then every level satisfies

E ≥ a − |b|²/(c−a).

The right-hand side has the form of a second-order energy in which every excitation energy is replaced by c − a. To derive it, set δ = a − E₋ ≥ 0. The secular equation reads δ(c − a + δ) = |b|², so

δ(c−a) = |b|² − δ² ≤ |b|².

Dividing by c − a > 0 gives δ ≤ |b|²/(c−a), and E ≥ E₋ = a − δ completes the argument. The inequality for δ is `h1` in the proof; `nlinarith` obtains it from the fact that δ² ≥ 0. Discarding δ² makes this bound simpler and never sharper than E₋.

```lean
/-- For nonzero coupling and a complementary block bounded below by `c`, the lower two-state level
is an energy level of the full Hamiltonian exactly when the coupling vector satisfies `C b = c b`.
-/
theorem bound_attained_iff (a c : ℝ) (b : n → ℝ) (hb : b ≠ 0) (C : Matrix n n ℝ)
    (hC : ∀ y : n → ℝ, c * (y ⬝ᵥ y) ≤ y ⬝ᵥ (C *ᵥ y)) :
    IsLevel (hamiltonian a b C) (lowerLevel a c (b ⬝ᵥ b)) ↔ C *ᵥ b = c • b := by
  have hs := lowerLevel_secular a c (self_nonneg b)
  have hc := (lowerLevel_le a c (self_nonneg b)).2
  generalize lowerLevel a c (b ⬝ᵥ b) = E at *
  constructor
  · rintro ⟨v, hv, h⟩
    have h1 := (mulVec_ref a b C v).symm.trans (congrFun h (Sum.inl ()))
    have h2 : v (Sum.inl ()) • b + C *ᵥ (fun i => v (Sum.inr i))
        = E • (fun i => v (Sum.inr i)) :=
      (mulVec_rest a b C v).symm.trans (funext fun i => congrFun h (Sum.inr i))
    have hv0 : v (Sum.inl ()) = 0 → (fun i => v (Sum.inr i)) = 0 → False := fun hx hy =>
      hv (funext fun k => match k with
        | Sum.inl () => hx
        | Sum.inr i => congrFun hy i)
    rw [Pi.smul_apply, smul_eq_mul] at h1
    generalize v (Sum.inl ()) = x at h1 h2 hv0
    generalize (fun i => v (Sum.inr i)) = y at h1 h2 hv0
    have h3 : y ⬝ᵥ (x • b + C *ᵥ y) = y ⬝ᵥ (E • y) := by rw [h2]
    rw [dotProduct_add, dotProduct_smul, dotProduct_smul, smul_eq_mul, smul_eq_mul,
      dotProduct_comm y b] at h3
    have hq : c - E ≠ 0 := fun h0 =>
      hb (dotProduct_self_eq_zero.1 (by rw [← hs, h0, mul_zero]))
    -- the completed square has to vanish
    have e : (x • b + (c - E) • y) ⬝ᵥ (x • b + (c - E) • y)
        = (c - E) * ((c - E) * (y ⬝ᵥ y) + x * (b ⬝ᵥ y)) := by
      rw [square_expand]
      linear_combination x * (c - E) * h1 - x ^ 2 * hs
    have hle : (x • b + (c - E) • y) ⬝ᵥ (x • b + (c - E) • y) ≤ 0 := by
      rw [e]
      exact mul_nonpos_of_nonneg_of_nonpos (by linarith) (by linarith [hC y])
    have hw : x • b + (c - E) • y = 0 :=
      dotProduct_self_eq_zero.1 (le_antisymm hle (self_nonneg _))
    have hx : x ≠ 0 := by
      intro hx
      rw [hx, zero_smul, zero_add] at hw
      exact hv0 hx ((smul_eq_zero.1 hw).resolve_left hq)
    have hCy : C *ᵥ y = c • y := by
      linear_combination (norm := module) h2 - hw
    -- transfer the eigenvalue equation from `y` to the parallel vector `b`
    have h4 : C *ᵥ (x • b + (c - E) • y) = 0 := by rw [hw, Matrix.mulVec_zero]
    rw [Matrix.mulVec_add, Matrix.mulVec_smul, Matrix.mulVec_smul, hCy] at h4
    have h5 : x • (C *ᵥ b) = x • (c • b) := by
      linear_combination (norm := module) h4 - c • hw
    exact smul_right_injective _ hx h5
  · intro h
    refine ⟨Sum.elim (fun _ => E - c) b, fun h0 => hb ?_, ?_⟩
    · funext i
      exact congrFun h0 (Sum.inr i)
    · funext k
      rcases k with u | i
      · refine (mulVec_ref a b C _).trans ?_
        change a * (E - c) + b ⬝ᵥ b = E * (E - c)
        linear_combination (-1 : ℝ) * hs
      · refine (congrFun (mulVec_rest a b C _) i).trans ?_
        change (E - c) * b i + (C *ᵥ b) i = E * b i
        rw [h, Pi.smul_apply, smul_eq_mul]
        ring

end

end PartitioningLowerBound
```

For b ≠ 0, the number E₋ is itself a level of H exactly when Cb = cb. The two-state model is then exact for the lowest level: the reference state couples only to the direction b, and that direction is an eigenvector of C with eigenvalue c.

Suppose first that Hv = E₋v with v = (x, y) ≠ 0, and again let q = c − E₋. Because |b|² ≠ 0, the secular equation forces q ≠ 0, hence q > 0. The two block rows are

ax + b·y = E₋x,

xb + Cy = E₋y.

The secular equation and the first row give x²|b|² = x²(a−E₋)q = −xq b·y. Therefore

|xb + qy|² = q(q|y|² + x b·y).

Taking the scalar product of the second row with y gives x b·y = E₋|y|² − yᵀCy, so the bracket equals c|y|² − yᵀCy, which is at most zero. A square that is at most zero vanishes, so xb + qy = 0.

If x were zero, y would be zero too, contradicting v ≠ 0. Hence x ≠ 0. The second row now gives Cy = E₋y − xb = E₋y + qy = cy. Applying C to xb = −qy yields x Cb = −qcy = cxb, and cancelling x leaves Cb = cb.

The Lean proof follows this order: `h1` and `h2` are the two rows, `e` is the formula for the square, `hw` says that its vector vanishes, and `hCy` is Cy = cy. The last steps carry the eigenvalue equation over to b.

Conversely, suppose that Cb = cb and take v = (E₋ − c, b), which is nonzero because b is. The first row requires

a(E₋−c) + |b|² = E₋(E₋−c),

which is the secular equation rearranged. The second requires (E₋−c)b + cb = E₋b, which is immediate. In Lean, `Sum.elim` assembles this vector from its two parts. The normalised state is v divided by √((c−E₋)² + |b|²), so the weight of the reference state is (c−E₋)²/((c−E₋)² + |b|²).

```lean
#print axioms PartitioningLowerBound.partitioning_lower_bound
-- 'PartitioningLowerBound.partitioning_lower_bound' depends on axioms: [propext, Classical.choice, Quot.sound]
#print axioms PartitioningLowerBound.second_order_lower_bound
-- 'PartitioningLowerBound.second_order_lower_bound' depends on axioms: [propext, Classical.choice, Quot.sound]
#print axioms PartitioningLowerBound.bound_attained_iff
-- 'PartitioningLowerBound.bound_attained_iff' depends on axioms: [propext, Classical.choice, Quot.sound]
```
